# Sommerfeld energies near critical coupling: the slope diverges while the energy keeps a finite limit

An electron bound to a point nucleus of charge $Z$ feels the Coulomb attraction through the dimensionless coupling $a = Z\alpha$, where $\alpha$ is the fine-structure constant. In the Dirac treatment of this one-electron problem a bound level carries a radial quantum number $n_r$ and an angular quantum number $\kappa$, and its energy is given by the Sommerfeld formula, which depends on $\kappa$ only through $k = |\kappa|$. The formula contains the square root of $k^2 - a^2$, so it stops describing real levels once the coupling exceeds $k$. Anyone who scans a relativistic atomic code towards large $Z$ with a point nucleus approaches this threshold and needs to know how the level behaves on the way there: whether the energy itself blows up, or only its sensitivity to the coupling. The statements below take the Sommerfeld formula as given and concern it as a function of $a$.

## The slope formula and the limits at $a \to k$

Fix real numbers $n_r \ge 0$ and $k > 0$. For $|a| < k$ put
$$ s(a) = \sqrt{k^2 - a^2}, \qquad E(a) = \left(1 + \frac{a^2}{(n_r + s)^2}\right)^{-1/2}, $$
with $E$ in units of the rest energy $mc^2$, rest energy included, so that $E(0) = 1$. Then $E$ is differentiable at every $|a| < k$, with
$$ E'(a) = -\frac{a\,\bigl(n_r + k^2/s\bigr)}{\bigl((n_r+s)^2 + a^2\bigr)^{3/2}}, $$
and as $a$ rises to $k$,
$$ E(a) \to \frac{n_r}{\sqrt{n_r^2 + k^2}}, \qquad s\,E'(a) \to -\frac{k^3}{(n_r^2 + k^2)^{3/2}}, \qquad E'(a) \to -\infty . $$
As a consequence, for no $b < k$ is there a constant $L$ with $|E(x) - E(y)| \le L\,|x - y|$ for all $x, y$ in the open interval $(b, k)$.

## Charge scans, finite differences and error bounds

In relativistic electronic-structure work the Sommerfeld levels are a closed-form reference for the one-electron, point-nucleus Dirac–Coulomb model, and the slope gives the matching reference for derivatives with respect to $Z$ or $\alpha$ in that model, through $\partial E/\partial Z = \alpha E'(a)$ and $\partial E/\partial \alpha = Z E'(a)$, both for $E$ in units of $mc^2$; in atomic units the rest energy is $1/\alpha^2$, which multiplies both expressions and adds the term $-2E/\alpha^3$ to the derivative with respect to $\alpha$. A code that treats $Z$ as continuous, for instance to interpolate along a sequence of ions, to fit an effective charge to a level, or to compare an analytic derivative with a finite difference, can be compared with the formula directly. Inserting $k = 1$ and $a = 0.6$ gives $s = 0.8$; then $n_r = 0$ gives $E = 0.8$ and $E' = -0.75$, and $n_r = 1$ gives $E \approx 0.94868$ and $E' \approx -0.19764$.

The two limits matter together. Since $E$ stays finite, a table of energies shows no overflow as the threshold is approached. Since $E'$ is unbounded below, an estimate of the type $|\delta E| \le L\,|\delta a|$ for the change $\delta E$ caused by a change $\delta a$ cannot hold with one constant $L$ all the way to $k$. A tolerance on the energy that was converted into a fixed step in $a$ at moderate coupling therefore has no such justification close to $k$.

## From the closed form to the divergence

For $|a| < k$ both $k - a$ and $k + a$ are positive, so $k^2 - a^2 = (k-a)(k+a) > 0$ and $s > 0$. The function $s$ is continuous with $s(k) = 0$, so $s \to 0$ through positive values as $a$ rises to $k$.

Write $u = n_r + s$, which is positive because $n_r \ge 0$ and $s > 0$, and let $D = u^2 + a^2$ and $r = \sqrt{D}$. Then $1 + a^2/u^2 = D/u^2$, and since $\sqrt{u^2} = u$,
$$ E = \frac{u}{r}. $$

The chain rule gives $s' = -2a/(2s) = -a/s$, hence $u' = -a/s$. Further $D' = 2uu' + 2a$ and $r' = D'/(2r) = (uu' + a)/r$. The quotient rule yields
$$ E' = \frac{u' r - u r'}{r^2} = \frac{u' r^2 - u\,(uu' + a)}{r^3}. $$
With $r^2 = u^2 + a^2$ the terms $u^2u'$ cancel and the numerator is $a^2u' - ua = -a\,(a^2/s + n_r + s)$. The relation $s^2 + a^2 = k^2$ turns $a^2/s + s$ into $k^2/s$, and $r^3 = D^{3/2}$, which is the slope formula.

As $a$ rises to $k$, $u \to n_r$ and $D \to n_r^2 + k^2$, which is positive because $k > 0$. The quotient $u/\sqrt{D}$ therefore tends to $n_r/\sqrt{n_r^2 + k^2}$. For the slope, multiplying by $s$ removes the singular factor:
$$ s\,E' = -\frac{a\,(n_r s + k^2)}{D^{3/2}} \;\to\; -\frac{k^3}{(n_r^2+k^2)^{3/2}} < 0 . $$
Since $E' = (sE')\cdot(1/s)$ with the first factor tending to a negative number and $1/s \to +\infty$, the slope tends to $-\infty$. At the lowest radial value $n_r = 0$ all this reduces to $D = k^2$, $E = s/k \to 0$ and $E' = -a/(ks)$, so $sE' \to -1$, in agreement with the general limit.

Finally, suppose $L$ were a Lipschitz constant for $E$ on $(b,k)$. Every difference quotient inside the interval is then bounded by $L$ in absolute value, so $|E'(a)| \le L$ at interior points near $k$. But close enough to $k$ the slope is below $-L$, which is a contradiction.

## The Lean file

```lean
import Mathlib

open Filter Topology Set

namespace SommerfeldCriticalSlope

noncomputable section

/-- The effective angular quantum number `s = √(k² - a²)` for coupling `a`. -/
def gam (k a : ℝ) : ℝ := √(k ^ 2 - a ^ 2)

/-- The Sommerfeld energy `(1 + a²/(nr + s)²)^(-1/2)` in units of the rest energy. -/
def energy (nr k a : ℝ) : ℝ := (1 + a ^ 2 / (nr + gam k a) ^ 2) ^ (-(1 / 2 : ℝ))

/-- The expression `-a (nr + k²/s) / ((nr + s)² + a²)^(3/2)`. -/
def energySlope (nr k a : ℝ) : ℝ :=
  -a * (nr + k ^ 2 / gam k a) / ((nr + gam k a) ^ 2 + a ^ 2) ^ (3 / 2 : ℝ)

/-- For subcritical coupling `|a| < k` the number `s` is positive. -/
theorem gam_pos {k a : ℝ} (h : |a| < k) : 0 < gam k a := by
  obtain ⟨h1, h2⟩ := abs_lt.mp h
  exact Real.sqrt_pos.mpr (by nlinarith [mul_pos (sub_pos.mpr h2) (sub_pos.mpr h1)])

/-- As the coupling rises to `k`, the number `s` tends to zero through positive values. -/
theorem gam_tendsto {k : ℝ} (hk : 0 < k) : Tendsto (gam k) (𝓝[<] k) (𝓝[>] 0) := by
  refine tendsto_nhdsWithin_iff.mpr ⟨?_, ?_⟩
  · have hc : Continuous (gam k) := by
      unfold gam
      fun_prop
    have h0 : gam k k = 0 := by simp [gam]
    have h1 := hc.tendsto k
    rw [h0] at h1
    exact h1.mono_left nhdsWithin_le_nhds
  · filter_upwards [Ioo_mem_nhdsLT hk] with a ha
    exact gam_pos (abs_lt.mpr ⟨by linarith [ha.1], ha.2⟩)

/-- For subcritical coupling the energy equals `(nr + s)/√((nr + s)² + a²)`. -/
theorem energy_eq {nr k a : ℝ} (hn : 0 ≤ nr) (h : |a| < k) :
    energy nr k a = (nr + gam k a) / √((nr + gam k a) ^ 2 + a ^ 2) := by
  have hs := gam_pos h
  have hu : 0 < nr + gam k a := by linarith
  have h1 : 1 + a ^ 2 / (nr + gam k a) ^ 2
      = ((nr + gam k a) ^ 2 + a ^ 2) / (nr + gam k a) ^ 2 := by
    rw [add_div, div_self (by positivity)]
  rw [energy, Real.rpow_neg (by positivity), ← Real.sqrt_eq_rpow, h1,
    Real.sqrt_div (by positivity), Real.sqrt_sq hu.le, inv_div]

/-- For subcritical coupling the derivative of the energy with respect to `a` is
`-a (nr + k²/s) / ((nr + s)² + a²)^(3/2)`. -/
theorem hasDerivAt_energy {nr k a : ℝ} (hn : 0 ≤ nr) (h : |a| < k) :
    HasDerivAt (energy nr k) (energySlope nr k a) a := by
  have hs := gam_pos h
  obtain ⟨h1, h2⟩ := abs_lt.mp h
  have hq : 0 < k ^ 2 - a ^ 2 := Real.sqrt_pos.mp hs
  have hu0 : 0 < nr + gam k a := by linarith
  have hD0 : 0 < (nr + gam k a) ^ 2 + a ^ 2 := by positivity
  -- s' = -a / s
  have hin : HasDerivAt (fun x : ℝ => k ^ 2 - x ^ 2) (-(2 * a)) a := by
    simpa using (hasDerivAt_pow 2 a).const_sub (k ^ 2)
  have hg : HasDerivAt (fun x => gam k x) (-a / gam k a) a := by
    refine (hin.sqrt hq.ne').congr_deriv ?_
    change -(2 * a) / (2 * gam k a) = -a / gam k a
    ring
  have hu : HasDerivAt (fun x => nr + gam k x) (-a / gam k a) a := hg.const_add nr
  have hD : HasDerivAt (fun x => (nr + gam k x) ^ 2 + x ^ 2)
      (2 * (nr + gam k a) * (-a / gam k a) + 2 * a) a := by
    have h3 := (hu.fun_mul hu).fun_add ((hasDerivAt_id' a).fun_mul (hasDerivAt_id' a))
    have h4 : (fun x => (nr + gam k x) ^ 2 + x ^ 2)
        = fun x => (nr + gam k x) * (nr + gam k x) + x * x := by
      funext x
      ring
    rw [h4]
    exact h3.congr_deriv (by ring)
  -- quotient rule, simplified with s² + a² = k²
  have alg : ∀ s r : ℝ, 0 < s → 0 < r → k ^ 2 = s ^ 2 + a ^ 2 → r ^ 2 = (nr + s) ^ 2 + a ^ 2 →
      (-a / s * r - (nr + s) * ((2 * (nr + s) * (-a / s) + 2 * a) / (2 * r))) / r ^ 2
        = -a * (nr + k ^ 2 / s) / r ^ 3 := by
    intro s r hs' hr' hk hr
    have e : -a / s * r - (nr + s) * ((2 * (nr + s) * (-a / s) + 2 * a) / (2 * r))
        = (-a / s * r ^ 2 - (nr + s) * ((nr + s) * (-a / s) + a)) / r := by
      field_simp
    have e2 : -a / s * r ^ 2 - (nr + s) * ((nr + s) * (-a / s) + a)
        = -a * (nr + k ^ 2 / s) := by
      rw [hr, hk]
      field_simp
      ring
    rw [e, e2]
    ring
  have h32 : ((nr + gam k a) ^ 2 + a ^ 2) ^ (3 / 2 : ℝ)
      = √((nr + gam k a) ^ 2 + a ^ 2) ^ 3 := by
    have gen : ∀ D : ℝ, 0 ≤ D → D ^ (3 / 2 : ℝ) = √D ^ 3 := by
      intro D hD'
      rw [Real.sqrt_eq_rpow, ← Real.rpow_natCast, ← Real.rpow_mul hD']
      norm_num
    exact gen _ hD0.le
  have hr0 : 0 < √((nr + gam k a) ^ 2 + a ^ 2) := Real.sqrt_pos.mpr hD0
  have hk2 : k ^ 2 = gam k a ^ 2 + a ^ 2 := by
    rw [gam, Real.sq_sqrt hq.le]
    ring
  have hF : HasDerivAt (fun x => (nr + gam k x) / √((nr + gam k x) ^ 2 + x ^ 2))
      (energySlope nr k a) a := by
    refine (hu.fun_div (hD.sqrt hD0.ne') hr0.ne').congr_deriv ?_
    rw [energySlope, h32]
    exact alg _ _ hs hr0 hk2 (Real.sq_sqrt hD0.le)
  refine hF.congr_of_eventuallyEq ?_
  filter_upwards [Ioo_mem_nhds h1 h2] with x hx
  exact energy_eq hn (abs_lt.mpr hx)

/-- As the coupling rises to `k`, the quantity `(nr + s)² + a²` tends to `nr² + k²`. -/
theorem denom_tendsto (nr : ℝ) {k : ℝ} (hk : 0 < k) :
    Tendsto (fun a => (nr + gam k a) ^ 2 + a ^ 2) (𝓝[<] k) (𝓝 (nr ^ 2 + k ^ 2)) := by
  have hg : Tendsto (gam k) (𝓝[<] k) (𝓝 0) := (gam_tendsto hk).mono_right nhdsWithin_le_nhds
  have ha : Tendsto (fun a : ℝ => a) (𝓝[<] k) (𝓝 k) := tendsto_id.mono_left nhdsWithin_le_nhds
  simpa using ((hg.const_add nr).pow 2).add (ha.pow 2)

/-- As the coupling rises to `k`, the energy tends to `nr/√(nr² + k²)`. -/
theorem energy_tendsto {nr k : ℝ} (hn : 0 ≤ nr) (hk : 0 < k) :
    Tendsto (energy nr k) (𝓝[<] k) (𝓝 (nr / √(nr ^ 2 + k ^ 2))) := by
  have hg : Tendsto (gam k) (𝓝[<] k) (𝓝 0) := (gam_tendsto hk).mono_right nhdsWithin_le_nhds
  have hu : Tendsto (fun a => nr + gam k a) (𝓝[<] k) (𝓝 nr) := by
    simpa using hg.const_add nr
  have hne : √(nr ^ 2 + k ^ 2) ≠ 0 := (Real.sqrt_pos.mpr (by positivity)).ne'
  refine (hu.div (denom_tendsto nr hk).sqrt hne).congr' ?_
  filter_upwards [Ioo_mem_nhdsLT hk] with a ha
  exact (energy_eq hn (abs_lt.mpr ⟨by linarith [ha.1], ha.2⟩)).symm

/-- As the coupling rises to `k`, the product `s · E'(a)` tends to `-k³/(nr² + k²)^(3/2)`. -/
theorem scaled_slope_tendsto {nr k : ℝ} (hn : 0 ≤ nr) (hk : 0 < k) :
    Tendsto (fun a => gam k a * deriv (energy nr k) a) (𝓝[<] k)
      (𝓝 (-k ^ 3 / (nr ^ 2 + k ^ 2) ^ (3 / 2 : ℝ))) := by
  have hg : Tendsto (gam k) (𝓝[<] k) (𝓝 0) := (gam_tendsto hk).mono_right nhdsWithin_le_nhds
  have ha : Tendsto (fun a : ℝ => a) (𝓝[<] k) (𝓝 k) := tendsto_id.mono_left nhdsWithin_le_nhds
  have hN : Tendsto (fun a => -a * (nr * gam k a + k ^ 2)) (𝓝[<] k) (𝓝 (-k ^ 3)) := by
    have e : -k ^ 3 = -k * (nr * 0 + k ^ 2) := by ring
    rw [e]
    exact ha.neg.mul ((hg.const_mul nr).add_const (k ^ 2))
  have hD := (denom_tendsto nr hk).rpow_const (p := 3 / 2) (Or.inr (by norm_num))
  have hne : (nr ^ 2 + k ^ 2) ^ (3 / 2 : ℝ) ≠ 0 := by positivity
  refine (hN.div hD hne).congr' ?_
  filter_upwards [Ioo_mem_nhdsLT hk] with a h
  have h' : |a| < k := abs_lt.mpr ⟨by linarith [h.1], h.2⟩
  have hs := gam_pos h'
  have e : gam k a * (-a * (nr + k ^ 2 / gam k a)) = -a * (nr * gam k a + k ^ 2) := by
    field_simp
  rw [(hasDerivAt_energy hn h').deriv, energySlope, ← mul_div_assoc, e]
  rfl

/-- Critical slope: for `|a| < k` the energy has derivative `energySlope`; as the coupling rises to
`k` the derivative tends to `-∞` while the energy tends to `nr/√(nr² + k²)`. -/
theorem critical_slope {nr k : ℝ} (hn : 0 ≤ nr) (hk : 0 < k) :
    (∀ a, |a| < k → HasDerivAt (energy nr k) (energySlope nr k a) a) ∧
    Tendsto (deriv (energy nr k)) (𝓝[<] k) atBot ∧
    Tendsto (energy nr k) (𝓝[<] k) (𝓝 (nr / √(nr ^ 2 + k ^ 2))) := by
  refine ⟨fun a h => hasDerivAt_energy hn h, ?_, energy_tendsto hn hk⟩
  have hneg : -k ^ 3 / (nr ^ 2 + k ^ 2) ^ (3 / 2 : ℝ) < 0 :=
    div_neg_of_neg_of_pos (neg_neg_of_pos (by positivity)) (by positivity)
  -- E' = (s E') · (1/s) with 1/s → +∞
  have hinv : Tendsto (fun a => (gam k a)⁻¹) (𝓝[<] k) atTop :=
    tendsto_inv_nhdsGT_zero.comp (gam_tendsto hk)
  refine (Filter.Tendsto.neg_mul_atTop hneg (scaled_slope_tendsto hn hk) hinv).congr' ?_
  filter_upwards [Ioo_mem_nhdsLT hk] with a h
  have hs := gam_pos (abs_lt.mpr ⟨by linarith [h.1], h.2⟩ : |a| < k)
  field_simp

/-- The energy is not Lipschitz in the coupling on any interval `(b, k)` with `b < k`. -/
theorem not_lipschitz {nr k b : ℝ} (hn : 0 ≤ nr) (hk : 0 < k) (hb : b < k) (L : NNReal) :
    ¬ LipschitzOnWith L (energy nr k) (Ioo b k) := by
  intro hL
  have h1 := (critical_slope hn hk).2.1.eventually (eventually_lt_atBot (-(L : ℝ)))
  have h2 : ∀ᶠ a in 𝓝[<] k, a ∈ Ioo b k := Ioo_mem_nhdsLT hb
  obtain ⟨a, ha1, ha2⟩ := (h1.and h2).exists
  have h3 := norm_deriv_le_of_lipschitzOn (Ioo_mem_nhds ha2.1 ha2.2) hL
  rw [Real.norm_eq_abs] at h3
  linarith [(abs_le.mp h3).1]

end

end SommerfeldCriticalSlope
```

```lean
#print axioms SommerfeldCriticalSlope.critical_slope
#print axioms SommerfeldCriticalSlope.not_lipschitz
```

```
'SommerfeldCriticalSlope.critical_slope' depends on axioms: [propext, Classical.choice, Quot.sound]
'SommerfeldCriticalSlope.not_lipschitz' depends on axioms: [propext, Classical.choice, Quot.sound]
```

## How the Lean objects map to the levels

The real variables `nr`, `k` and `a` are $n_r$, $k$ and $a$. The function `gam k a` is $s$, `energy nr k a` is $E$ written literally as a real power with exponent $-1/2$, and `energySlope nr k a` is the right-hand side of the slope formula, a plain expression until a theorem ties it to the derivative. The hypotheses `hn : 0 ≤ nr` and `hk : 0 < k` cover the physical values $n_r = 0, 1, 2, \dots$ and $k = 1, 2, \dots$ together with all real values in these ranges. The condition `|a| < k` is the subcritical regime, in which the root $s$ is real and positive.

The theorem `critical_slope` is a conjunction of three statements. The first says that at every `a` with `|a| < k`, `HasDerivAt (energy nr k) (energySlope nr k a) a`, that is, $E$ is differentiable there and its derivative is the stated expression. The second says that `deriv (energy nr k)` tends to `atBot` along `𝓝[<] k`, the filter of points approaching $k$ from below: for every real bound the derivative lies beneath it once $a < k$ is close enough to $k$. The third is the limit of the energy along the same filter. The rate is the separate theorem `scaled_slope_tendsto`. In `not_lipschitz` the lower end `b` is any real number below $k$, `L` is any non-negative real, and `LipschitzOnWith L (energy nr k) (Ioo b k)` is the inequality $|E(x) - E(y)| \le L|x-y|$ on the open interval.

The limits are one-sided and say nothing about the value at $a = k$ or beyond, where Lean's total functions can return numbers without physical meaning: for $n_r = 0$ the division by zero makes `energy 0 k k` equal to $1$ although the limit is $0$, and for $a > k$ the root of a negative number is set to $0$.

## Lemmas and tactic steps

`gam_pos` feeds the product $(k-a)(a+k) > 0$ to `nlinarith`. `gam_tendsto` splits the claim into convergence to $0$, from continuity and `gam k k = 0`, and positivity for $a$ in $(0,k)$, which is a left neighbourhood of $k$. The same interval enters through `Ioo_mem_nhdsLT hk` in the later limits of $E$, $sE'$ and $E'$, where a formula valid only for $|a| < k$ is used. `energy_eq` is the closed form $E = u/r$: `h1` is $1 + a^2/u^2 = D/u^2$, which uses $u \ne 0$ to cancel $u^2/u^2$, and `Real.sqrt_sq hu.le` uses $u \ge 0$ to obtain $\sqrt{u^2} = u$.

In `hasDerivAt_energy`, `hg` and `hu` are $s' = u' = -a/s$ and `hD` is $D'$. The auxiliary `alg` carries the simplification for arbitrary positive $s$ and $r$ obeying $k^2 = s^2 + a^2$ and $r^2 = (n_r+s)^2 + a^2$: its step `e` pulls $1/r$ out of the numerator, and `e2` is the cancellation that leaves $-a(n_r + k^2/s)$. `h32` identifies $D^{3/2}$ with $r^3$, and `hF` applies the quotient rule to $u/r$. The last lines transfer the derivative from the closed form to `energy`, since the two agree on the open interval $(-k,k)$ around `a`.

`denom_tendsto` is $D \to n_r^2 + k^2$, and `energy_tendsto` divides the limits of $u$ and $\sqrt{D}$. `scaled_slope_tendsto` takes the numerator limit `hN`, the limit `hD` of $D^{3/2}$, and the identity `e` that cancels $s$. `critical_slope` combines the negativity `hneg` of the limit with `hinv`, which is $1/s \to +\infty$, through `Filter.Tendsto.neg_mul_atTop`. `not_lipschitz` picks one point that lies in $(b,k)$ and has slope below $-L$, and contradicts it with `norm_deriv_le_of_lipschitzOn`.

## A formula in exact reals, not a Dirac operator

The theorems are real analysis of the Sommerfeld expression. That the expression gives eigenvalues of the Dirac–Coulomb Hamiltonian is the physical input behind the definition of `energy` and is not derived; no operator, spinor or boundary condition at the origin appears. That condition matters where the limits are taken: for $s < 1/2$ both radial solutions at the origin are square integrable, and the formula belongs to the choice of the less singular one. The sign of $\kappa$ is invisible, so the rule that $n_r = 0$ occurs only for $\kappa < 0$ is not encoded, and negative $a$ is admitted only because $E$ depends on $a^2$. Finite nuclear size, recoil, radiative corrections and electron–electron repulsion are absent, so the divergence belongs to the point-nucleus formula and no statement is made about extended nuclei or about $a \ge k$. The arithmetic is exact, and rounding, such as cancellation in $k^2 - a^2$ near the threshold, is not treated. The limits come without an error term, so they do not say how close to $k$ the coupling must be for a given slope.

## Taking $s$ as the independent variable

The level can also be modelled as a function of $s$ on $0 \le s \le k$. Because $s^2 + a^2 = k^2$, one has $D = n_r^2 + 2n_r s + k^2$ and
$$ E = \frac{n_r + s}{\sqrt{n_r^2 + 2 n_r s + k^2}}, $$
which is smooth at $s = 0$, takes the value $n_r/\sqrt{n_r^2+k^2}$ there for every $n_r \ge 0$, and has $dE/ds = k^2/(n_r^2+k^2)^{3/2}$ at that point. This reformulation is ordinary calculus added here and is not among the theorems above. In it the limit of the energy would become an evaluation at the endpoint, and the divergence would sit entirely in the change of variable $ds/da = -a/s$. The price is that the definition would no longer be the familiar Sommerfeld expression in $a$, so the counterpart of `energy_eq` would be needed to identify the two, and the sign of $a$ would be lost.
